# The sign of the cubic anisotropy selects diagonal or axial minima of a quartic Landau energy

## Choosing the distorted structure from a fit

Suppose a frozen-phonon calculation on a cubic crystal of point group $m\bar{3}m$ finds an unstable, threefold degenerate polar mode, and total energies along a few directions have been fitted to a fourth-order polynomial in the mode amplitudes. A polar mode is odd under inversion, so the polynomial has no third-order terms. The next step is to choose a distorted structure as the starting point for a full relaxation. Within this one-mode, fourth-order model, the sign of a single coefficient, the anisotropy $v$ defined below, settles the choice, provided that the fitted energy is bounded below: the lowest energy lies either along the body diagonals, which gives a rhombohedral distortion, or along the cube axes, which gives a tetragonal one.

Let the mode have $n \ge 1$ real components $x_i$, with $n = 3$ for the crystal, and write

$$S = \sum_i x_i^2, \qquad Q = \sum_i x_i^4 .$$

The energy relative to the undistorted structure is

$$F(x) = -\frac{a}{2} S + \frac{u}{4} S^2 + \frac{v}{4} Q .$$

The condition $a > 0$ means that the undistorted structure is unstable: its energy has negative curvature along the mode, which appears as an imaginary harmonic frequency. The coefficient $u$ is the isotropic quartic stiffness, and $v$ measures how the quartic energy depends on direction.

## The ground states for each sign of $v$

For three components, with $a > 0$, $u > 0$ and $u + v > 0$:

- if $v > 0$, the global minimisers are exactly the points with $x_i^2 = a/(3u+v)$ for every $i$;
- if $v < 0$, they are exactly the points with one nonzero component, whose square is $a/(u+v)$.

The first case has eight minimisers and the second has six. The condition $u + v > 0$ says that the energy eventually rises along a cube axis, so that the quartic terms stop the instability there.

In Lean, `landauEnergy a u v x` is $F(x)$, and the distortion `x : ι → ℝ` assigns a real amplitude to each element of a finite type `ι`. `IsGroundState a u v x` says that no distortion `y` has lower energy than `x`; it means a global minimum, and degenerate minimisers all qualify. The crystal is the case `Fin 3`, whose components `x 0`, `x 1`, `x 2` are the three Cartesian amplitudes.

The theorem `cubic_crystal_groundStates` states both cases as equivalences, so it identifies the full set of minimisers. It rests on two theorems for any $n \ge 1$. The diagonal one assumes $a > 0$, $v > 0$ and $nu + v > 0$, which allows some negative $u$; the axial one assumes $a > 0$, $v < 0$ and $u + v > 0$.

The isotropic case $v = 0$ is not treated. The model describes one uniform mode with fixed coefficients, without coupling to strain or to other modes, sixth-order terms, or thermal fluctuations. Any of these can matter in a real material, particularly when $v$ is small.

## Completing the square in two ways

**Positive anisotropy.** Set $c = a/(nu+v)$. The spread of the squared components about their mean is

$$\sum_i \left(x_i^2 - \frac{S}{n}\right)^2 = Q - \frac{S^2}{n} .$$

Using this to eliminate $Q$ gives

$$F = -\frac{a}{2}S + \frac{nu+v}{4n}S^2 + \frac{v}{4}\sum_i \left(x_i^2 - \frac{S}{n}\right)^2 .$$

Since $(nu+v)c = a$, completing the square in $S$ gives

$$F = -\frac{nac}{4} + \frac{nu+v}{4n}(S - nc)^2 + \frac{v}{4}\sum_i \left(x_i^2 - \frac{S}{n}\right)^2 .$$

Both remainders are nonnegative, and both vanish when every $x_i = \sqrt{c}$. The minimum is therefore $-nac/4$. A minimiser must have $S = nc$ and $x_i^2 = S/n$, hence $x_i^2 = c$ for every $i$. Conversely, every such point attains the minimum.

**Negative anisotropy.** Set $d = a/(u+v)$. Now use

$$\sum_i x_i^2 (S - x_i^2) = S^2 - Q ,$$

which is zero when the distortion lies along one axis. Eliminating $Q$ and completing the square with $(u+v)d = a$ gives

$$F = -\frac{ad}{4} + \frac{u+v}{4}(S-d)^2 - \frac{v}{4}\sum_i x_i^2(S - x_i^2) .$$

Each term of the last sum is nonnegative because $x_i^2 \le S$, and its prefactor $-v/4$ is positive. An axial distortion of squared amplitude $d$ makes both remainders vanish, so the minimum is $-ad/4$. At any minimiser $S = d > 0$, so some $x_i$ is nonzero. For that $i$, the vanishing term forces $x_i^2 = S = d$. Nothing is left for the other components, and they are zero. Conversely, every such axial point attains the minimum.

## The Lean file

```lean
import Mathlib

open Finset

namespace CubicLandauAnisotropy

noncomputable section

variable {ι : Type*} [Fintype ι]

/-- Landau energy of a soft mode with components `x i`: a quadratic instability `a`, an isotropic
quartic term `u` and a cubic anisotropy `v`. -/
def landauEnergy (a u v : ℝ) (x : ι → ℝ) : ℝ :=
  -a * (∑ i, x i ^ 2) / 2 + u * (∑ i, x i ^ 2) ^ 2 / 4 + v * (∑ i, x i ^ 4) / 4

/-- A ground state is a global minimiser of the Landau energy. -/
def IsGroundState (a u v : ℝ) (x : ι → ℝ) : Prop :=
  ∀ y : ι → ℝ, landauEnergy a u v x ≤ landauEnergy a u v y

/-- The energy of a distortion along one axis is a quartic with stiffness `u + v`. -/
theorem energy_along_axis (a u v : ℝ) (x : ι → ℝ) (i : ι) (hx : ∀ j, j ≠ i → x j = 0) :
    landauEnergy a u v x = -a * x i ^ 2 / 2 + (u + v) * (x i ^ 2) ^ 2 / 4 := by
  have h2 : ∑ j, x j ^ 2 = x i ^ 2 :=
    Finset.sum_eq_single i (fun j _ hj => by simp [hx j hj]) (by simp)
  have h4 : ∑ j, x j ^ 4 = x i ^ 4 :=
    Finset.sum_eq_single i (fun j _ hj => by simp [hx j hj]) (by simp)
  rw [landauEnergy, h2, h4]
  ring

/-- The energy of a distortion whose `n` components all have square `t` is a quartic with
stiffness `n u + v` per component. -/
theorem energy_along_diagonal (a u v t : ℝ) (x : ι → ℝ) (hx : ∀ i, x i ^ 2 = t) :
    landauEnergy a u v x =
      Fintype.card ι * (-a * t / 2 + (Fintype.card ι * u + v) * t ^ 2 / 4) := by
  have h2 : ∑ j, x j ^ 2 = Fintype.card ι * t := by simp [hx]
  have h4 : ∑ j, x j ^ 4 = Fintype.card ι * t ^ 2 := by
    have h : ∀ j, x j ^ 4 = t ^ 2 := fun j => by rw [← hx j]; ring
    simp [h]
  rw [landauEnergy, h2, h4]
  ring

/-- Completed squares about the diagonal states: the anisotropy `v` multiplies the spread of the
squared components about their mean. -/
theorem diagonal_form [Nonempty ι] (a u v c : ℝ) (hc : (Fintype.card ι * u + v) * c = a)
    (x : ι → ℝ) :
    landauEnergy a u v x = -(Fintype.card ι * a * c / 4)
      + (Fintype.card ι * u + v) / (4 * Fintype.card ι)
        * (∑ i, x i ^ 2 - Fintype.card ι * c) ^ 2
      + v / 4 * ∑ i, (x i ^ 2 - (∑ j, x j ^ 2) / Fintype.card ι) ^ 2 := by
  have hN : (Fintype.card ι : ℝ) ≠ 0 := Nat.cast_ne_zero.mpr Fintype.card_ne_zero
  have dev : ∀ m : ℝ, ∑ i, (x i ^ 2 - m) ^ 2
      = ∑ i, x i ^ 4 - 2 * m * ∑ i, x i ^ 2 + Fintype.card ι * m ^ 2 := by
    intro m
    have h : ∀ i, (x i ^ 2 - m) ^ 2 = x i ^ 4 - 2 * m * x i ^ 2 + m ^ 2 := fun i => by ring
    rw [Finset.sum_congr rfl (fun i _ => h i)]
    simp only [Finset.sum_add_distrib, Finset.sum_sub_distrib, ← Finset.mul_sum,
      Finset.sum_const, Finset.card_univ, nsmul_eq_mul]
  rw [dev, landauEnergy, ← hc]
  field_simp
  ring

/-- Completed squares about the axial states: the anisotropy `-v` multiplies a sum that measures
how far the distortion is shared between different axes. -/
theorem axis_form (a u v d : ℝ) (hd : (u + v) * d = a) (x : ι → ℝ) :
    landauEnergy a u v x = -(a * d / 4) + (u + v) / 4 * (∑ i, x i ^ 2 - d) ^ 2
      + -v / 4 * ∑ i, x i ^ 2 * (∑ j, x j ^ 2 - x i ^ 2) := by
  have mix : ∀ s : ℝ, ∑ i, x i ^ 2 * (s - x i ^ 2) = (∑ i, x i ^ 2) * s - ∑ i, x i ^ 4 := by
    intro s
    rw [Finset.sum_mul, ← Finset.sum_sub_distrib]
    exact Finset.sum_congr rfl (fun i _ => by ring)
  rw [mix, landauEnergy, ← hd]
  ring

/-- The sharing term of the axial form is nonnegative, component by component. -/
theorem sharing_nonneg (x : ι → ℝ) (i : ι) : 0 ≤ x i ^ 2 * (∑ j, x j ^ 2 - x i ^ 2) :=
  mul_nonneg (sq_nonneg _) (sub_nonneg.mpr
    (Finset.single_le_sum (f := fun j => x j ^ 2) (fun _ _ => sq_nonneg _) (Finset.mem_univ i)))

/-- For positive anisotropy the ground states are exactly the distortions in which each of the `n`
components has square `a / (n u + v)`. -/
theorem groundState_iff_diagonal [Nonempty ι] {a u v : ℝ} (ha : 0 < a) (hv : 0 < v)
    (h : 0 < Fintype.card ι * u + v) (x : ι → ℝ) :
    IsGroundState a u v x ↔ ∀ i, x i ^ 2 = a / (Fintype.card ι * u + v) := by
  have hN : (0 : ℝ) < Fintype.card ι := Nat.cast_pos.mpr Fintype.card_pos
  obtain ⟨c, hcd⟩ : ∃ c, c = a / (Fintype.card ι * u + v) := ⟨_, rfl⟩
  have hc0 : 0 < c := hcd ▸ div_pos ha h
  have hc : (Fintype.card ι * u + v) * c = a := by
    rw [hcd, mul_comm]; exact div_mul_cancel₀ a h.ne'
  have hp : 0 < (Fintype.card ι * u + v) / (4 * Fintype.card ι) := div_pos h (by linarith)
  have val : ∀ y : ι → ℝ, (∀ i, y i ^ 2 = c) →
      landauEnergy a u v y = -(Fintype.card ι * a * c / 4) := fun y hy => by
    rw [energy_along_diagonal a u v c y hy]
    linear_combination (Fintype.card ι * c / 4) * hc
  have t1 := fun y : ι → ℝ => mul_nonneg hp.le (sq_nonneg (∑ i, y i ^ 2 - Fintype.card ι * c))
  have t2 := fun y : ι → ℝ => mul_nonneg (by linarith : 0 ≤ v / 4) (Finset.sum_nonneg
    (fun i (_ : i ∈ univ) => sq_nonneg (y i ^ 2 - (∑ j, y j ^ 2) / Fintype.card ι)))
  rw [← hcd]
  constructor
  · intro hg i
    -- comparison with a diagonal state forces both squares to vanish
    have h1 := hg (fun _ => √c)
    rw [val _ (fun _ => Real.sq_sqrt hc0.le), diagonal_form a u v c hc x] at h1
    have e1 := (mul_eq_zero.mp (le_antisymm (by linarith [t2 x]) (t1 x))).resolve_left hp.ne'
    have e2 := (mul_eq_zero.mp (le_antisymm (by linarith [t1 x]) (t2 x))).resolve_left
      (by linarith : 0 < v / 4).ne'
    have e3 := (Finset.sum_eq_zero_iff_of_nonneg (fun i _ => sq_nonneg _)).mp e2 i
      (Finset.mem_univ i)
    have s1 := sub_eq_zero.mp (pow_eq_zero_iff two_ne_zero |>.mp e1)
    have s2 := sub_eq_zero.mp (pow_eq_zero_iff two_ne_zero |>.mp e3)
    rw [s2, s1, mul_div_cancel_left₀ _ hN.ne']
  · intro hx y
    rw [val x hx, diagonal_form a u v c hc y]
    linarith [t1 y, t2 y]

/-- For negative anisotropy the ground states are exactly the distortions with a single nonzero
component, whose square is `a / (u + v)`. -/
theorem groundState_iff_axis [Nonempty ι] {a u v : ℝ} (ha : 0 < a) (hv : v < 0)
    (h : 0 < u + v) (x : ι → ℝ) :
    IsGroundState a u v x ↔ ∃ i, x i ^ 2 = a / (u + v) ∧ ∀ j, j ≠ i → x j = 0 := by
  classical
  obtain ⟨d, hdd⟩ : ∃ d, d = a / (u + v) := ⟨_, rfl⟩
  have hd0 : 0 < d := hdd ▸ div_pos ha h
  have hd : (u + v) * d = a := by rw [hdd, mul_comm]; exact div_mul_cancel₀ a h.ne'
  have val : ∀ (y : ι → ℝ) (i : ι), y i ^ 2 = d → (∀ j, j ≠ i → y j = 0) →
      landauEnergy a u v y = -(a * d / 4) := fun y i hi hy => by
    rw [energy_along_axis a u v y i hy, hi]
    linear_combination (d / 4) * hd
  have t1 := fun y : ι → ℝ =>
    mul_nonneg (by linarith : 0 ≤ (u + v) / 4) (sq_nonneg (∑ i, y i ^ 2 - d))
  have t2 := fun y : ι → ℝ => mul_nonneg (by linarith : 0 ≤ -v / 4)
    (Finset.sum_nonneg (fun i (_ : i ∈ univ) => sharing_nonneg y i))
  rw [← hdd]
  constructor
  · intro hg
    obtain ⟨k⟩ := ‹Nonempty ι›
    have h1 := hg (Pi.single k (√d))
    rw [val (Pi.single k (√d)) k (by rw [Pi.single_eq_same]; exact Real.sq_sqrt hd0.le)
      (fun j hj => Pi.single_eq_of_ne hj _), axis_form a u v d hd x] at h1
    have e1 := (mul_eq_zero.mp (le_antisymm (by linarith [t2 x]) (t1 x))).resolve_left
      (by linarith : 0 < (u + v) / 4).ne'
    have e2 := (mul_eq_zero.mp (le_antisymm (by linarith [t1 x]) (t2 x))).resolve_left
      (by linarith : 0 < -v / 4).ne'
    have hS := sub_eq_zero.mp (pow_eq_zero_iff two_ne_zero |>.mp e1)
    -- some component is nonzero, and it carries the whole distortion
    obtain ⟨i, hi⟩ : ∃ i, x i ≠ 0 := by
      by_contra hn
      push Not at hn
      have h0 : ∑ i, x i ^ 2 = 0 := by simp [hn]
      linarith
    have e3 := (Finset.sum_eq_zero_iff_of_nonneg (fun i _ => sharing_nonneg x i)).mp e2 i
      (Finset.mem_univ i)
    have e4 := (mul_eq_zero.mp e3).resolve_left (pow_ne_zero 2 hi)
    refine ⟨i, by linarith, fun j hj => ?_⟩
    have e5 : x i ^ 2 + ∑ j ∈ univ.erase i, x j ^ 2 = ∑ j, x j ^ 2 :=
      Finset.add_sum_erase univ (fun j => x j ^ 2) (Finset.mem_univ i)
    have e6 : ∑ j ∈ univ.erase i, x j ^ 2 = 0 := by linarith
    exact pow_eq_zero_iff two_ne_zero |>.mp ((Finset.sum_eq_zero_iff_of_nonneg
      (fun j _ => sq_nonneg (x j))).mp e6 j (Finset.mem_erase.mpr ⟨hj, Finset.mem_univ j⟩))
  · rintro ⟨i, hi, hx⟩ y
    rw [val x i hi hx, axis_form a u v d hd y]
    linarith [t1 y, t2 y]


/-- Three-component mode of a cubic crystal: for `v > 0` the ground states have all three squared
components equal to `a / (3u + v)`; for `v < 0` exactly one is nonzero and equals `a / (u + v)`. -/
theorem cubic_crystal_groundStates {a u v : ℝ} (ha : 0 < a) (hu : 0 < u) (huv : 0 < u + v)
    (x : Fin 3 → ℝ) :
    (0 < v → (IsGroundState a u v x ↔ ∀ i, x i ^ 2 = a / (3 * u + v))) ∧
    (v < 0 → (IsGroundState a u v x ↔
      ∃ i, x i ^ 2 = a / (u + v) ∧ ∀ j, j ≠ i → x j = 0)) := by
  refine ⟨fun hv => ?_, fun hv => groundState_iff_axis ha hv huv x⟩
  have h3 : (Fintype.card (Fin 3) : ℝ) = 3 := by simp
  have key := groundState_iff_diagonal (u := u) ha hv (by rw [h3]; linarith) x
  rwa [h3] at key

end

end CubicLandauAnisotropy
```

```lean
#print axioms CubicLandauAnisotropy.energy_along_diagonal
#print axioms CubicLandauAnisotropy.cubic_crystal_groundStates
```

```
'CubicLandauAnisotropy.energy_along_diagonal' depends on axioms: [propext, Classical.choice, Quot.sound]
'CubicLandauAnisotropy.cubic_crystal_groundStates' depends on axioms: [propext, Classical.choice, Quot.sound]
```

## From the two identities to the minimisers

`energy_along_axis` and `energy_along_diagonal` evaluate $F$ on the two candidate families. `diagonal_form` and `axis_form` are the completed squares above; their local facts `dev` and `mix` expand the sums, and `ring` finishes the algebra. `sharing_nonneg` proves $x_i^2(S - x_i^2) \ge 0$ from the fact that one nonnegative term is at most the whole sum.

The two ground-state theorems share a pattern. `val` gives the energy of a candidate state, while `t1` and `t2` say that the two remainders are nonnegative. A candidate therefore lies no higher than any `y`, which `linarith` concludes in the last line of each proof.

For the other direction, `h1` compares the given minimiser with an explicit candidate: the constant function `√c`, or `Pi.single k (√d)`, which is nonzero only at `k`. The remainders then add up to at most zero, so each is zero, and dividing out the positive prefactors leaves `e1` and `e2`. In the axial proof, `Finset.add_sum_erase` separates component `i` from the rest, whose squares must then sum to zero.

`cubic_crystal_groundStates` applies these results to `Fin 3`, replacing the number of components by 3.

## How a vanishing sum fixes every component

The step from one scalar equation to a statement about every component is made by `Finset.sum_eq_zero_iff_of_nonneg`. Given that all terms of a finite sum are nonnegative, it says that the sum is zero if and only if each term is zero.

The diagonal proof applies it once, to the squared deviations from the mean. The axial proof applies it twice: first to the sharing terms, with `sharing_nonneg` supplying the required sign, and then to the squares of the remaining components. For terms of unrestricted sign this inference would be invalid, because a sum can vanish by cancellation while its terms do not.
